# Symmetrising a model over a finite group splits its squared error exactly

Let a finite group G act on a finite set X of configurations and by linear isometries on a real inner-product space V of predictions. If the target t is equivariant, every model f: X → V, with group average f̄, satisfies

Σₓ ‖f(x) − t(x)‖² = Σₓ ‖f̄(x) − t(x)‖² + Σₓ ‖f(x) − f̄(x)‖².

The same holds with a weight w(x) in each sum, provided that w is constant along the orbits of G.

## Forces that turn with the molecule

Let x be an atomic configuration and f(x) the forces that a machine-learned potential predicts for it. Without external fields, rotating the configuration rotates the exact forces. Writing ρ(g) for the action of g on predictions, this is equivariance:

t(gx) = ρ(g) t(x).

For an energy, ρ is trivial and the condition is invariance. A model without built-in symmetry need not obey it, but its group average does:

f̄(x) = |G|⁻¹ Σ_g ρ(g⁻¹) f(gx).

In code this is a loop: rotate the input by g, evaluate the model, rotate the output back, accumulate, and divide by |G|. For the proper rotations of a cube that means 24 evaluations per configuration.

## What is assumed

Write E(f, t) = Σₓ w(x) ‖f(x) − t(x)‖². This is `sqError w f t`, a weighted sum and not a mean; w = 1 gives the opening formula. The average f̄ is `symmetrize ρ f`, and `IsEquivariant ρ t` is the condition on the target. The type `G →* (V ≃ₗᵢ[ℝ] V)` says that ρ respects products and that each ρ(g) is an invertible linear isometry. V may have infinite dimension.

The theorem `error_decomposition` states E(f, t) = E(f̄, t) + E(f, f̄) under two hypotheses:

- `ht`: the target is equivariant. Reference forces computed on a fixed real-space grid can violate this slightly when a rotation in G does not map the grid onto itself.
- `hw`: w(gx) = w(x), so that all rotated copies of a configuration count equally. A data set containing only one orientation of each molecule generally fails this, and averaging can then raise the error on it.

Since G and X are finite, the result covers a finite point group acting on a data set closed under it, but not an integral over all rotations.

## The derivation by hand

**The average is equivariant.** For h in G, substitute k = gh, so that g⁻¹ = hk⁻¹:

f̄(hx) = |G|⁻¹ Σ_g ρ(g⁻¹) f(ghx) = |G|⁻¹ Σ_k ρ(h) ρ(k⁻¹) f(kx) = ρ(h) f̄(x).

If f is already equivariant, each term of the average is ρ(g⁻¹)ρ(g)f(x) = f(x), so f̄ = f. Conversely, f̄ = f makes f equivariant, because f̄ is.

**Overlaps with equivariant fields are unchanged.** Let d: X → V be equivariant. Since ρ(g) is an isometry,

⟨ρ(g⁻¹) f(gx), d(x)⟩ = ⟨f(gx), ρ(g) d(x)⟩ = ⟨f(gx), d(gx)⟩.

Multiply by w(x) = w(gx) and sum over x. As g only permutes X, setting y = gx gives Σ_y w(y)⟨f(y), d(y)⟩ for every g. Averaging |G| equal numbers changes nothing, so

Σₓ w(x)⟨f̄(x), d(x)⟩ = Σₓ w(x)⟨f(x), d(x)⟩.

**The cross term vanishes.** Take d = f̄ − t, which is equivariant because both terms are. Then f − t = (f − f̄) + d, and

‖f − t‖² = ‖f − f̄‖² + ‖d‖² + 2⟨f − f̄, d⟩

at each x. The weighted sum of the last term is zero by the previous step, which leaves the decomposition.

**When averaging helps.** Let all weights be positive. Then E(f, f̄) ≥ 0, with equality exactly when f = f̄, that is, when f is equivariant. Averaging therefore strictly lowers the error exactly when f is not equivariant.

**Why the target must be equivariant.** Keep the weights positive and invariant, and suppose that the decomposition holds for every f. Choosing f = t gives 0 = E(t̄, t) + E(t, t̄). Both terms are non-negative, so t = t̄ and t is equivariant.

## Two configurations and a sign

Let G = {1, −1} act on itself by multiplication and on ℝ by sign. Take t(u) = u and f(u) = u + 1. Then

f̄(1) = ½(f(1) − f(−1)) = ½(2 − 0) = 1,

f̄(−1) = ½(f(−1) − f(1)) = −1.

Here f̄ = t, and with unit weights the decomposition reads 2 = 0 + 2: the constant offset is removed entirely. An error that is itself equivariant, as for f(u) = 2u, survives averaging untouched.

## The Lean file

```lean
import Mathlib

open Finset

namespace SymmetrisationModelError

noncomputable section

variable {G X V : Type*} [Group G] [MulAction G X]
  [NormedAddCommGroup V] [InnerProductSpace ℝ V]

/-- A vector-valued model is equivariant if transforming the configuration transforms
the prediction by the same group element. -/
def IsEquivariant (ρ : G →* (V ≃ₗᵢ[ℝ] V)) (f : X → V) : Prop :=
  ∀ (g : G) (x : X), f (g • x) = ρ g (f x)

/-- The symmetrised model: predict on every transformed copy of the configuration, rotate
each prediction back, and take the mean over the group. -/
def symmetrize [Fintype G] (ρ : G →* (V ≃ₗᵢ[ℝ] V)) (f : X → V) (x : X) : V :=
  (Fintype.card G : ℝ)⁻¹ • ∑ g : G, ρ g⁻¹ (f (g • x))

/-- The squared deviation between two models, summed over configurations with weight `w`. -/
def sqError [Fintype X] (w : X → ℝ) (f t : X → V) : ℝ :=
  ∑ x, w x * ‖f x - t x‖ ^ 2

/-- Acting with a product of group elements is acting with one after the other. -/
lemma rep_mul (ρ : G →* (V ≃ₗᵢ[ℝ] V)) (g h : G) (v : V) :
    ρ (g * h) v = ρ g (ρ h v) := by
  rw [map_mul]; rfl

/-- An isometric group action can be moved across the inner product by inverting the
group element. -/
lemma inner_rep_inv (ρ : G →* (V ≃ₗᵢ[ℝ] V)) (g : G) (a b : V) :
    inner ℝ (ρ g⁻¹ a) b = inner ℝ a (ρ g b) := by
  rw [← (ρ g).inner_map_map (ρ g⁻¹ a) b, ← rep_mul, mul_inv_cancel, map_one]
  rfl

/-- The symmetrised model is equivariant, whatever model one starts from. -/
theorem symmetrize_equivariant [Fintype G] (ρ : G →* (V ≃ₗᵢ[ℝ] V)) (f : X → V) :
    IsEquivariant ρ (symmetrize ρ f) := by
  intro h x
  unfold symmetrize
  rw [map_smul, map_sum]
  congr 1
  -- relabel the group sum by g ↦ g h
  refine Eq.trans ?_ (Equiv.sum_comp (Equiv.mulRight h)
    (fun g => ρ h (ρ g⁻¹ (f (g • x)))))
  refine Finset.sum_congr rfl fun g _ => ?_
  simp only [Equiv.coe_mulRight]
  rw [← rep_mul, mul_inv_rev, mul_inv_cancel_left, mul_smul]

/-- Symmetrisation leaves a model unchanged exactly when the model is equivariant. -/
theorem symmetrize_eq_self_iff [Fintype G] (ρ : G →* (V ≃ₗᵢ[ℝ] V)) (f : X → V) :
    symmetrize ρ f = f ↔ IsEquivariant ρ f := by
  constructor
  · intro h
    have h' := symmetrize_equivariant ρ f
    rwa [h] at h'
  · intro hf
    funext x
    have hc : (Fintype.card G : ℝ) ≠ 0 := Nat.cast_ne_zero.mpr Fintype.card_ne_zero
    have hterm : ∀ g ∈ (univ : Finset G), ρ g⁻¹ (f (g • x)) = f x := by
      intro g _
      rw [hf g x, ← rep_mul, inv_mul_cancel, map_one]
      rfl
    rw [symmetrize, Finset.sum_congr rfl hterm, Finset.sum_const, Finset.card_univ,
      ← Nat.cast_smul_eq_nsmul ℝ, smul_smul, inv_mul_cancel₀ hc, one_smul]

/-- A model and its symmetrised version have the same weighted overlap with every
equivariant field, if the weight is invariant. -/
theorem overlap_symmetrize [Fintype G] [Fintype X] (ρ : G →* (V ≃ₗᵢ[ℝ] V))
    {w : X → ℝ} (hw : ∀ (g : G) (x : X), w (g • x) = w x)
    (f : X → V) {h : X → V} (hh : IsEquivariant ρ h) :
    ∑ x, w x * inner ℝ (symmetrize ρ f x) (h x) = ∑ x, w x * inner ℝ (f x) (h x) := by
  have hc : (Fintype.card G : ℝ) ≠ 0 := Nat.cast_ne_zero.mpr Fintype.card_ne_zero
  have hpt : ∀ x, inner ℝ (symmetrize ρ f x) (h x)
      = (Fintype.card G : ℝ)⁻¹ * ∑ g : G, inner ℝ (f (g • x)) (h (g • x)) := by
    intro x
    rw [symmetrize, real_inner_smul_left, sum_inner]
    congr 1
    refine Finset.sum_congr rfl fun g _ => ?_
    rw [inner_rep_inv, hh g x]
  -- each group element only permutes the configurations
  have hshift : ∀ g : G, ∑ x, w x * inner ℝ (f (g • x)) (h (g • x))
      = ∑ x, w x * inner ℝ (f x) (h x) := by
    intro g
    refine Eq.trans ?_ (Equiv.sum_comp (MulAction.toPerm g)
      (fun x => w x * inner ℝ (f x) (h x)))
    refine Finset.sum_congr rfl fun x _ => ?_
    simp only [MulAction.toPerm_apply, hw g x]
  calc ∑ x, w x * inner ℝ (symmetrize ρ f x) (h x)
      = ∑ x, (Fintype.card G : ℝ)⁻¹ *
          ∑ g : G, w x * inner ℝ (f (g • x)) (h (g • x)) := by
        refine Finset.sum_congr rfl fun x _ => ?_
        rw [hpt x, ← Finset.mul_sum]
        ring
    _ = (Fintype.card G : ℝ)⁻¹ *
          ∑ g : G, ∑ x, w x * inner ℝ (f (g • x)) (h (g • x)) := by
        rw [← Finset.mul_sum, Finset.sum_comm]
    _ = ∑ x, w x * inner ℝ (f x) (h x) := by
        simp only [hshift, Finset.sum_const, Finset.card_univ, nsmul_eq_mul]
        rw [← mul_assoc, inv_mul_cancel₀ hc, one_mul]

/-- For an equivariant target and an invariant weight, the squared error of a model is the
error of its symmetrised version plus the squared deviation between the two models. -/
theorem error_decomposition [Fintype G] [Fintype X] (ρ : G →* (V ≃ₗᵢ[ℝ] V))
    {w : X → ℝ} (hw : ∀ (g : G) (x : X), w (g • x) = w x)
    (f : X → V) {t : X → V} (ht : IsEquivariant ρ t) :
    sqError w f t = sqError w (symmetrize ρ f) t + sqError w f (symmetrize ρ f) := by
  have hd : IsEquivariant ρ (fun x => symmetrize ρ f x - t x) := by
    intro g x
    change symmetrize ρ f (g • x) - t (g • x) = ρ g (symmetrize ρ f x - t x)
    rw [symmetrize_equivariant ρ f g x, ht g x, map_sub]
  -- the cross term vanishes because the remaining error is equivariant
  have hov : ∑ x, w x * inner ℝ (symmetrize ρ f x) (symmetrize ρ f x - t x)
      = ∑ x, w x * inner ℝ (f x) (symmetrize ρ f x - t x) :=
    overlap_symmetrize ρ hw f hd
  have hpt : ∀ x, w x * ‖f x - t x‖ ^ 2
      = w x * ‖symmetrize ρ f x - t x‖ ^ 2 + w x * ‖f x - symmetrize ρ f x‖ ^ 2
        + 2 * (w x * inner ℝ (f x) (symmetrize ρ f x - t x)
          - w x * inner ℝ (symmetrize ρ f x) (symmetrize ρ f x - t x)) := by
    intro x
    have e : f x - t x = (f x - symmetrize ρ f x) + (symmetrize ρ f x - t x) := by abel
    rw [e, norm_add_sq_real, inner_sub_left]
    ring
  unfold sqError
  rw [Finset.sum_congr rfl fun x _ => hpt x, Finset.sum_add_distrib,
    Finset.sum_add_distrib, ← Finset.mul_sum, Finset.sum_sub_distrib, hov]
  ring

omit [InnerProductSpace ℝ V] in
/-- With positive weights the squared deviation is never negative, and it vanishes exactly
between identical models. -/
lemma sqError_nonneg_and_eq_zero_iff [Fintype X] {w : X → ℝ} (hpos : ∀ x, 0 < w x)
    (f t : X → V) : 0 ≤ sqError w f t ∧ (sqError w f t = 0 ↔ f = t) := by
  have hn : ∀ x ∈ (univ : Finset X), 0 ≤ w x * ‖f x - t x‖ ^ 2 :=
    fun x _ => mul_nonneg (hpos x).le (sq_nonneg _)
  refine ⟨Finset.sum_nonneg hn, ?_, ?_⟩
  · intro h
    funext x
    have hx := (Finset.sum_eq_zero_iff_of_nonneg hn).mp h x (Finset.mem_univ x)
    have h2 := (mul_eq_zero.mp hx).resolve_left (hpos x).ne'
    exact sub_eq_zero.mp (norm_eq_zero.mp (pow_eq_zero_iff two_ne_zero |>.mp h2))
  · rintro rfl
    simp [sqError]

/-- For an equivariant target and positive invariant weights, symmetrisation strictly lowers
the squared error exactly when the original model is not equivariant. -/
theorem symmetrize_improves_iff [Fintype G] [Fintype X] (ρ : G →* (V ≃ₗᵢ[ℝ] V))
    {w : X → ℝ} (hw : ∀ (g : G) (x : X), w (g • x) = w x) (hpos : ∀ x, 0 < w x)
    (f : X → V) {t : X → V} (ht : IsEquivariant ρ t) :
    sqError w (symmetrize ρ f) t < sqError w f t ↔ ¬ IsEquivariant ρ f := by
  obtain ⟨h0, hz⟩ := sqError_nonneg_and_eq_zero_iff hpos f (symmetrize ρ f)
  rw [error_decomposition ρ hw f ht, lt_add_iff_pos_right, ← symmetrize_eq_self_iff,
    eq_comm (a := symmetrize ρ f), ← hz]
  exact ⟨fun h => h.ne', fun h => lt_of_le_of_ne h0 (Ne.symm h)⟩

/-- For positive invariant weights, the error decomposition holds for every model exactly
when the target is equivariant. -/
theorem decomposition_iff_target_equivariant [Fintype G] [Fintype X]
    (ρ : G →* (V ≃ₗᵢ[ℝ] V)) {w : X → ℝ} (hw : ∀ (g : G) (x : X), w (g • x) = w x)
    (hpos : ∀ x, 0 < w x) (t : X → V) :
    (∀ f : X → V, sqError w f t
      = sqError w (symmetrize ρ f) t + sqError w f (symmetrize ρ f))
      ↔ IsEquivariant ρ t := by
  refine ⟨fun h => ?_, fun ht f => error_decomposition ρ hw f ht⟩
  -- test the identity on the perfect model f = t
  have h1 := h t
  have h2 := (sqError_nonneg_and_eq_zero_iff hpos t t).2.mpr rfl
  have h3 := (sqError_nonneg_and_eq_zero_iff hpos (symmetrize ρ t) t).1
  obtain ⟨h4, h5⟩ := sqError_nonneg_and_eq_zero_iff hpos t (symmetrize ρ t)
  exact (symmetrize_eq_self_iff ρ t).mp (h5.mp (by linarith)).symm

/-- The two-element group acting on the real line by reversal of sign. -/
def signRep : ℤˣ →* (ℝ ≃ₗᵢ[ℝ] ℝ) where
  toFun u := if u = 1 then 1 else LinearIsometryEquiv.neg ℝ
  map_one' := by simp
  map_mul' a b := by
    have hne : (-1 : ℤˣ) ≠ 1 := by decide
    refine LinearIsometryEquiv.ext fun v => ?_
    rcases Int.units_eq_one_or a with rfl | rfl <;>
      rcases Int.units_eq_one_or b with rfl | rfl <;> simp [hne]

/-- On the two configurations `1` and `-1`, exchanged by the sign group, the target `u` is
equivariant and the model `u + 1` is not. -/
theorem equivariant_target_witness :
    IsEquivariant signRep (fun u : ℤˣ => ((u : ℤ) : ℝ)) ∧
      ¬ IsEquivariant signRep (fun u : ℤˣ => ((u : ℤ) : ℝ) + 1) := by
  have hne : (-1 : ℤˣ) ≠ 1 := by decide
  constructor
  · intro g x
    rcases Int.units_eq_one_or g with rfl | rfl <;> simp [signRep, hne]
  · intro h
    have h1 := h (-1) 1
    norm_num [signRep, hne] at h1

end

end SymmetrisationModelError
```

```lean
#print axioms SymmetrisationModelError.symmetrize_improves_iff
#print axioms SymmetrisationModelError.decomposition_iff_target_equivariant
```

```
'SymmetrisationModelError.symmetrize_improves_iff' depends on axioms: [propext, Classical.choice, Quot.sound]
'SymmetrisationModelError.decomposition_iff_target_equivariant' depends on axioms: [propext, Classical.choice, Quot.sound]
```

## How the proof follows the derivation

`symmetrize_equivariant` performs the substitution k = gh through `Equiv.sum_comp` with `Equiv.mulRight h`. `symmetrize_eq_self_iff` adds the characterisation of unchanged models.

`inner_rep_inv` moves ρ(g⁻¹) across the inner product. In `overlap_symmetrize`, where the equivariant field d is called `h`, the step `hpt` applies this to every term of the average. The step `hshift` relabels configurations by the permutation `MulAction.toPerm g` and is where the invariance of w enters. The closing `calc` exchanges the two sums and averages the equal terms.

In `error_decomposition`, `hd` shows that f̄ − t is equivariant, `hov` equates the overlaps, and `hpt` expands the square at each configuration. Summing and substituting `hov` cancels the cross term.

`sqError_nonneg_and_eq_zero_iff` supplies the positivity argument. `symmetrize_improves_iff` combines it with the decomposition, and `decomposition_iff_target_equivariant` tests the identity on f = t, where `linarith` forces E(t, t̄) to zero.

Finally, `signRep` builds the sign action, and `equivariant_target_witness` confirms that u is equivariant and u + 1 is not.
